# At a generic twist, free spinless electrons have one closed shell for every electron number

## Which plane wave gets the second electron?

With periodic boundary conditions and no twist, I can't write down *the* free-electron determinant for two spinless electrons in a cubic cell. The first takes $n=0$, but the second has to choose between $n=(1,0,0)$, its inverse and four other waves of the same energy. A twist $\theta$, which gives the wavefunction a phase $e^{2\pi i\theta_i}$ across the cell in direction $i$, can break this tie. But $|n+\theta|^2$ runs over infinitely many integer vectors, so couldn't two levels still coincide by accident higher up and spoil some larger electron number?

## Rational independence leaves no ties

No two levels coincide if $1,\theta_1,\dots,\theta_d$ are linearly independent over the rationals. Write $\varepsilon(n)=\sum_i(n_i+\theta_i)^2$ for $n\in\mathbb Z^d$, in units of $(\hbar^2/2m_e)(2\pi/L)^2$ for electron mass $m_e$ and cell side $L$. Call a finite set of occupied waves a closed shell if every occupied level lies strictly below every empty one.

**Distinct levels.** Expanding the squares gives
$$\varepsilon(n+k)-\varepsilon(n)=\sum_i k_i\bigl(k_i+2(n_i+\theta_i)\bigr),$$
so a degeneracy is a Bragg condition. If $\varepsilon(m)=\varepsilon(n)$, put $k=m-n$:
$$\sum_i(m_i-n_i)(m_i+n_i)+\sum_i 2(m_i-n_i)\,\theta_i=0.$$
This is a rational relation among $1$ and the $\theta_i$. All its coefficients vanish, hence $m=n$.

**Existence.** The empty set is a closed shell. Given one with $N$ electrons and any empty wave $b$, only finitely many waves have $\varepsilon\le\varepsilon(b)$, because each $|n_i+\theta_i|$ is then bounded. So a lowest empty wave $a$ exists. Fill it: the remaining empty levels lie above the old occupied ones, and strictly above $\varepsilon(a)$ because there are no ties.

**Uniqueness.** Let $S$ be a closed shell and $T\ne S$ a filling of equal size. Then $S\setminus T$ and $T\setminus S$ both have $p\ge1$ elements. With $a$ the highest level in $S\setminus T$,
$$\sum_{S\setminus T}\varepsilon\le p\,\varepsilon(a)<\sum_{T\setminus S}\varepsilon.$$
Adding the common waves shows that $S$ has strictly lower energy. Two different closed shells would each be lower than the other.

**Zero twist.** Here $\varepsilon(-n)=\varepsilon(n)$, and $-n\ne n$ unless $n=0$. A nonempty closed shell contains $0$, the lowest level, and contains $-n$ whenever it contains $n$. Its electron number is therefore odd, so your two electrons have no closed shell.

In the Lean file, a plane wave is a function `Fin d → ℤ`, and a filling is a `Finset` of them, which builds in single occupancy. `IsGenericTwist` states the independence of the $d+1$ numbers $1,\theta_1,\dots,\theta_d$ over `ℚ`. The main theorem, `existsUnique_closedShell`, also assumes `0 < d`, since in dimension zero there is only one plane wave. The cell is cubic, and spin and interactions are absent.

```lean
import Mathlib

open Finset

namespace TwistedClosedShells

noncomputable section

variable {d : ℕ}

/-- Kinetic energy `|n + θ|²` of the plane wave `n` in a cubic periodic cell with twist `θ`,
where `θ` is measured in units of the reciprocal-lattice spacing. -/
def level (θ : Fin d → ℝ) (n : Fin d → ℤ) : ℝ := ∑ i, ((n i : ℝ) + θ i) ^ 2

/-- A twist is generic if its coordinates, together with `1`, are linearly independent
over the rationals. -/
def IsGenericTwist (θ : Fin d → ℝ) : Prop :=
  LinearIndependent ℚ (Fin.cons (1 : ℝ) θ : Fin (d + 1) → ℝ)

/-- A filling `S` of plane waves by spinless electrons is a closed shell if every occupied
level lies strictly below every empty level. -/
def IsClosedShell (θ : Fin d → ℝ) (S : Finset (Fin d → ℤ)) : Prop :=
  ∀ n ∈ S, ∀ m, m ∉ S → level θ n < level θ m

/-- The plane waves `n` and `n + k` are degenerate exactly when the Bragg condition
`k · (k + 2 (n + θ)) = 0` holds. -/
theorem degenerate_iff_bragg (θ : Fin d → ℝ) (n k : Fin d → ℤ) :
    level θ (n + k) = level θ n ↔
      ∑ i, (k i : ℝ) * ((k i : ℝ) + 2 * ((n i : ℝ) + θ i)) = 0 := by
  have key : level θ (n + k) - level θ n =
      ∑ i, (k i : ℝ) * ((k i : ℝ) + 2 * ((n i : ℝ) + θ i)) := by
    unfold level
    rw [← Finset.sum_sub_distrib]
    refine Finset.sum_congr rfl fun i _ => ?_
    simp only [Pi.add_apply]
    push_cast
    ring
  rw [← key, sub_eq_zero]

/-- At a generic twist, distinct plane waves have distinct kinetic energies. -/
theorem level_injective {θ : Fin d → ℝ} (hθ : IsGenericTwist θ) :
    Function.Injective (level θ) := by
  intro m n hmn
  have hsum := (degenerate_iff_bragg θ n (m - n)).mp (by rw [add_sub_cancel]; exact hmn)
  unfold IsGenericTwist at hθ
  -- the Bragg condition is a rational relation between 1 and the twist coordinates
  have hrel := Fintype.linearIndependent_iff.mp hθ
    (Fin.cons (α := fun _ => ℚ)
      (∑ i, ((m i : ℚ) - n i) * ((m i : ℚ) + n i)) (fun i => 2 * ((m i : ℚ) - n i)))
    (by
      rw [Fin.sum_univ_succ]
      simp only [Fin.cons_zero, Fin.cons_succ, Rat.smul_def]
      push_cast
      rw [mul_one, ← Finset.sum_add_distrib]
      refine Eq.trans (Finset.sum_congr rfl fun i _ => ?_) hsum
      simp only [Pi.sub_apply]
      push_cast
      ring)
  funext i
  have hi := hrel i.succ
  simp only [Fin.cons_succ] at hi
  have hq : (m i : ℚ) = n i := by linarith
  exact_mod_cast hq

/-- At any twist, only finitely many plane waves lie at or below a given energy. -/
theorem finite_levels_below (θ : Fin d → ℝ) (c : ℝ) : {n | level θ n ≤ c}.Finite := by
  refine (Set.finite_Icc (fun i => ⌈-(c + 1) - θ i⌉) (fun i => ⌊c + 1 - θ i⌋)).subset ?_
  intro n hn
  have hn' : level θ n ≤ c := hn
  have hb : ∀ i, ((n i : ℝ) + θ i) ^ 2 ≤ c := fun i =>
    (Finset.single_le_sum (f := fun i => ((n i : ℝ) + θ i) ^ 2)
      (fun j _ => sq_nonneg _) (Finset.mem_univ i)).trans hn'
  refine ⟨fun i => Int.ceil_le.mpr ?_, fun i => Int.le_floor.mpr ?_⟩
  · nlinarith [hb i, sq_nonneg ((n i : ℝ) + θ i + 1 / 2)]
  · nlinarith [hb i, sq_nonneg ((n i : ℝ) + θ i - 1 / 2)]

/-- At any twist, a closed-shell filling has strictly lower total kinetic energy than every
other filling with the same number of electrons. -/
theorem closedShell_energy_lt {θ : Fin d → ℝ} {S T : Finset (Fin d → ℤ)}
    (hS : IsClosedShell θ S) (hcard : T.card = S.card) (hne : T ≠ S) :
    ∑ n ∈ S, level θ n < ∑ n ∈ T, level θ n := by
  have hST : (S \ T).Nonempty := by
    rw [Finset.sdiff_nonempty]
    exact fun h => hne (Finset.eq_of_subset_of_card_le h hcard.le).symm
  have hTS : (T \ S).Nonempty := by
    rw [Finset.sdiff_nonempty]
    exact fun h => hne (Finset.eq_of_subset_of_card_le h hcard.ge)
  have hc : (S \ T).card = (T \ S).card := by
    have h1 := Finset.card_sdiff_add_card_inter S T
    have h2 := Finset.card_sdiff_add_card_inter T S
    rw [Finset.inter_comm T S] at h2
    omega
  -- the highest level occupied in S but not in T separates the two differences
  obtain ⟨a, ha, hmax⟩ := Finset.exists_max_image (S \ T) (level θ) hST
  have h1 : ∑ n ∈ S \ T, level θ n ≤ (S \ T).card • level θ a :=
    Finset.sum_le_card_nsmul _ _ _ hmax
  have h2 : ∑ _n ∈ T \ S, level θ a < ∑ n ∈ T \ S, level θ n :=
    Finset.sum_lt_sum_of_nonempty hTS fun m hm =>
      hS a (Finset.mem_sdiff.mp ha).1 m (Finset.mem_sdiff.mp hm).2
  rw [Finset.sum_const, ← hc] at h2
  have h3 := Finset.sum_inter_add_sum_sdiff S T (level θ)
  have h4 := Finset.sum_inter_add_sum_sdiff T S (level θ)
  rw [Finset.inter_comm T S] at h4
  linarith

/-- In dimension at least one and at a generic twist, every number `N` of free spinless
electrons has exactly one closed-shell filling. -/
theorem existsUnique_closedShell (hd : 0 < d) {θ : Fin d → ℝ} (hθ : IsGenericTwist θ)
    (N : ℕ) : ∃! S : Finset (Fin d → ℤ), S.card = N ∧ IsClosedShell θ S := by
  have hinf : Infinite (Fin d → ℤ) :=
    Infinite.of_injective (fun (k : ℤ) (_ : Fin d) => k) fun a b h => congrFun h ⟨0, hd⟩
  have hex : ∃ S : Finset (Fin d → ℤ), S.card = N ∧ IsClosedShell θ S := by
    induction N with
    | zero => exact ⟨∅, Finset.card_empty, fun n hn => absurd hn (Finset.notMem_empty n)⟩
    | succ N ih =>
      obtain ⟨S, hcard, hS⟩ := ih
      obtain ⟨b, hb⟩ := Infinite.exists_notMem_finset S
      -- the next electron goes into the lowest empty level
      obtain ⟨a, ha, hmin⟩ := Set.exists_min_image ({n | level θ n ≤ level θ b} \ ↑S)
        (level θ) ((finite_levels_below θ (level θ b)).subset Set.sdiff_subset)
        ⟨b, le_refl (level θ b), hb⟩
      have haS : a ∉ S := ha.2
      have hab : level θ a ≤ level θ b := ha.1
      refine ⟨insert a S, by rw [Finset.card_insert_of_notMem haS, hcard], ?_⟩
      intro n hn m hm
      rw [Finset.mem_insert, not_or] at hm
      rcases Finset.mem_insert.mp hn with rfl | hn
      · have hle : level θ n ≤ level θ m := by
          rcases le_total (level θ m) (level θ b) with h | h
          · exact hmin m ⟨h, hm.2⟩
          · exact hab.trans h
        exact lt_of_le_of_ne hle fun h => hm.1 (level_injective hθ h).symm
      · exact hS n hn m hm.2
  obtain ⟨S, hcard, hS⟩ := hex
  refine ⟨S, ⟨hcard, hS⟩, ?_⟩
  rintro T ⟨hT, hTs⟩
  by_contra hne
  -- two different closed shells would each have the lower energy
  exact lt_asymm (closedShell_energy_lt hS (hT.trans hcard.symm) hne)
    (closedShell_energy_lt hTs (hcard.trans hT.symm) (Ne.symm hne))

/-- At zero twist, each nonzero `n` is degenerate with the different plane wave `-n`. -/
theorem zero_twist_degenerate {n : Fin d → ℤ} (hn : n ≠ 0) :
    -n ≠ n ∧ level 0 (-n) = level 0 n := by
  refine ⟨fun h => hn ?_, by simp [level]⟩
  funext i
  have hi := congrFun h i
  simp only [Pi.neg_apply] at hi
  simp only [Pi.zero_apply]
  omega

/-- At zero twist, every nonempty closed shell holds an odd number of spinless electrons. -/
theorem zero_twist_closedShell_odd {S : Finset (Fin d → ℤ)} (hne : S.Nonempty)
    (hS : IsClosedShell 0 S) : Odd S.card := by
  have h0 : (0 : Fin d → ℤ) ∈ S := by
    by_contra h
    obtain ⟨n, hn⟩ := hne
    have hlt := hS n hn 0 h
    have hz : level (0 : Fin d → ℝ) 0 = 0 := by simp [level]
    have hpos : 0 ≤ level 0 n := Finset.sum_nonneg fun i _ => sq_nonneg _
    linarith
  have hmem : ∀ n ∈ S.erase 0, -n ∈ S.erase 0 := by
    intro n hn
    obtain ⟨hn0, hnS⟩ := Finset.mem_erase.mp hn
    refine Finset.mem_erase.mpr ⟨neg_ne_zero.mpr hn0, ?_⟩
    by_contra h
    exact (hS n hnS (-n) h).ne (zero_twist_degenerate hn0).2.symm
  -- inversion pairs the occupied states other than n = 0, so their number vanishes mod 2
  have hsum : ∑ _n ∈ S.erase 0, (1 : ZMod 2) = 0 :=
    Finset.sum_involution (fun n _ => -n) (fun _ _ => by decide)
      (fun n hn _ => (zero_twist_degenerate (Finset.mem_erase.mp hn).1).1)
      hmem (fun n _ => neg_neg n)
  rw [Finset.sum_const, nsmul_one] at hsum
  have hdvd := (CharP.cast_eq_zero_iff (ZMod 2) 2 _).mp hsum
  have hcard := Finset.card_erase_add_one h0
  rw [Nat.odd_iff]
  omega

/-- In one dimension the twist `√2` is generic. -/
theorem isGenericTwist_witness : IsGenericTwist (fun _ : Fin 1 => √2) := by
  unfold IsGenericTwist
  rw [Fintype.linearIndependent_iff]
  intro g hg
  have h : (g 0 : ℝ) + (g 1 : ℝ) * √2 = 0 := by
    simpa [Fin.sum_univ_succ, Rat.smul_def] using hg
  have h1 : g 1 = 0 := by
    by_contra hne
    have hne' : (g 1 : ℝ) ≠ 0 := by exact_mod_cast hne
    refine irrational_sqrt_two ⟨-g 0 / g 1, ?_⟩
    push_cast
    rw [div_eq_iff hne']
    linarith
  have h0 : g 0 = 0 := by
    rw [h1] at h
    simpa using h
  intro i
  fin_cases i
  · exact h0
  · exact h1

end

end TwistedClosedShells
```

```lean
#print axioms TwistedClosedShells.existsUnique_closedShell
#print axioms TwistedClosedShells.zero_twist_closedShell_odd
```

```
'TwistedClosedShells.existsUnique_closedShell' depends on axioms: [propext, Classical.choice, Quot.sound]
'TwistedClosedShells.zero_twist_closedShell_odd' depends on axioms: [propext, Classical.choice, Quot.sound]
```

`level_injective` passes the coefficients of the rational relation to `Fintype.linearIndependent_iff` and reads off $m_i=n_i$. `finite_levels_below` encloses the waves in an integer box, using $|x|\le x^2+1$. In `existsUnique_closedShell`, induction on `N` adds electrons one at a time, with `Set.exists_min_image` choosing $a$; uniqueness comes from applying `closedShell_energy_lt`, which holds at any twist, in both directions. To prove that the electron number of a nonempty closed shell at zero twist is odd, `Finset.sum_involution` pairs $n$ with $-n$ and makes the count without $0$ vanish modulo 2. Finally, `isGenericTwist_witness` uses the irrationality of $\sqrt2$ to exhibit a generic twist in one dimension.

It is not enough that each coordinate is irrational. For $\theta=(\sqrt2,\sqrt2)$ the lowest wave is $(-1,-1)$, and the next two, $(-1,-2)$ and $(-2,-1)$, are degenerate by exchange of the axes. Two electrons then have no closed shell.

One way to set up a twist-averaged variational or diffusion Monte Carlo run for the unpolarised homogeneous electron gas is to draw $\theta$, list $|n+\theta|^2$ for the integer vectors near $-\theta$, sort the list and, for each spin, put the $N$ lowest waves into a Slater determinant. At a generic twist this free-electron recipe specifies one determinant for every $N$, although it says nothing about the gap of the interacting system. The occupied set can change from one twist to the next.
